# A real delta scatterer in one dimension reflects with amplitude \(v/(2ik-v)\) and conserves flux

A particle moving along a line meets a potential much narrower than its wavelength. Part of the wave is reflected and part is transmitted. Two questions arise: what the two amplitudes are, and whether the two probabilities add up to one.

Take the potential to be \(v\,\delta(x)\), in units where the Hamiltonian is \(H=-d^2/dx^2+v\,\delta(x)\) and the energy is \(k^2\), with wave number \(k>0\). The strength \(v\) is then an inverse length. A wave \(e^{ikx}\) comes from the left, \(r\) is the amplitude of the reflected wave \(e^{-ikx}\), and \(\tau\) is the amplitude of the transmitted wave \(e^{ikx}\). Multiple-scattering theory describes the same scatterer by two numbers, the t-matrix and the value at the origin of the outgoing free Green function, the solution of \((d^2/dx^2+k^2)\,G=\delta(x)\):

\[
g=\frac{1}{2ik},\qquad t=\frac{v}{1-vg}.
\]

The letter \(t\) is the t-matrix throughout, not the transmission amplitude, which many textbooks call \(t\). For real \(v\),

\[
r=gt=\frac{v}{2ik-v},\qquad \tau=1+r,\qquad |r|^2+|1+r|^2=1,
\]

and the transmission probability is

\[
|\tau|^2=\frac{4k^2}{4k^2+v^2}.
\]

## Sign and unit errors that flux conservation misses

A multiple-scattering code computes a t-matrix for each scatterer and joins the scatterers with the free Green function. For a single static point scatterer and one non-interacting particle in one dimension, the formulas above give reference values for the t-matrix and for the amplitudes that follow from it.

The flux sum alone is a weak check, because it equals one for every real \(v\). Two errors pass it:

- **The sign of \(g\).** If \(g\) is replaced by \(-g\) everywhere, the result is the reflection amplitude for strength \(-v\). The transmission probability is unchanged as well, so for real \(v\neq0\) the moduli of \(r\), \(\tau\) and \(t\) are all right and only their phases are wrong.
- **The unit of \(v\).** With \(H=-\tfrac12\,d^2/dx^2+\lambda\,\delta(x)\), the strength to insert is \(v=2\lambda\). Inserting \(\lambda\) still gives a flux sum of one, but for \(\lambda\neq0\) the transmission probability is wrong. With \(v=2\lambda\) the amplitudes are right, but the Green function and the t-matrix of this Hamiltonian are \(2g\) and \(t/2\); only their product is the same.

With a complex \(v\), as in a model of absorption, the sum should differ from one by the amount derived below.

## From the matching conditions to the amplitudes

At the origin the wave is continuous, and its slope jumps by \(v\) times its value:

\[
1+r=\tau,\qquad ik\tau-ik(1-r)=v\tau.
\]

Adding \(ik\) times the first equation to the second gives

\[
2ik\,r=v\tau .
\]

With \(\tau=1+r\) this becomes

\[
(2ik-v)\,r=v,
\]

which has exactly one solution if \(v\neq 2ik\). The excluded value is imaginary. For \(k>0\) it is a gain strength at which the scatterer can emit waves to both sides with no incident wave.

The product \(gt\) solves the same equation. Since \(2ik\,g=1\), the denominator of the t-matrix is \(1-vg=(2ik-v)/(2ik)\), which is not zero. The definition of \(t\) then gives \(t-vgt=v\), and therefore

\[
(2ik-v)\,gt=t-vgt=v .
\]

Hence \(r=gt=v/(2ik-v)\).

For the flux, let \(v\) be complex and multiply \(2ik\,r=v\tau\) by \(\bar\tau=1+\bar r\). The imaginary part is

\[
2k\left(\operatorname{Re} r+|r|^2\right)=\operatorname{Im}v\,|\tau|^2 .
\]

Because \(|r|^2+|1+r|^2-1=2|r|^2+2\operatorname{Re}r\), this is

\[
k\left(|r|^2+|\tau|^2-1\right)=\operatorname{Im}v\,|\tau|^2 .
\]

For \(k>0\), a negative imaginary part of \(v\) therefore means absorption and a positive one means gain.

The transmitted amplitude is never zero when \(k\neq0\): \(\tau=0\) would require \(r=-1\) by continuity and \(r=0\) by \(2ik\,r=v\tau\). So flux is conserved exactly when \(v\) is real.

For the transmission probability, put \(r=\tau-1\) into \(2ik\,r=v\tau\). This gives \((2ik-v)\tau=2ik\). For real \(v\), the squared moduli of the two sides are \((4k^2+v^2)|\tau|^2\) and \(4k^2\), and division gives the formula above.

## The Lean file

```lean
import Mathlib

open Complex

namespace DeltaScatterer

noncomputable section

/-- The free wave `a e^{ikx} + b e^{-ikx}` on the line. -/
def wave (k : ℝ) (a b : ℂ) (x : ℝ) : ℂ :=
  a * Complex.exp (I * k * x) + b * Complex.exp (-(I * k * x))

/-- The matching conditions for the potential `v δ(x)`, with the wave `e^{ikx} + r e^{-ikx}` on the
left and `τ e^{ikx}` on the right: the wave is continuous at the origin and its slope jumps there by
`v` times its value. For `k > 0`, a wave of unit amplitude comes from the left, `r` is the reflected
amplitude and `τ` the transmitted one. -/
def IsScatteringState (v : ℂ) (k : ℝ) (r τ : ℂ) : Prop :=
  wave k 1 r 0 = wave k τ 0 0 ∧
    deriv (wave k τ 0) 0 - deriv (wave k 1 r) 0 = v * wave k τ 0 0

/-- The free Green function at the scatterer, `g = 1/(2ik)`, for `k ≠ 0`. -/
def green (k : ℝ) : ℂ := 1 / (2 * I * k)

/-- The t-matrix `t = v/(1 - v g)` of the delta scatterer, for `k ≠ 0` and `v g ≠ 1`. -/
def tMatrix (v : ℂ) (k : ℝ) : ℂ := v / (1 - v * green k)

/-- The reflection amplitude `g t`, for `k ≠ 0` and `v g ≠ 1`. -/
def reflection (v : ℂ) (k : ℝ) : ℂ := green k * tMatrix v k

/-- Differentiating a free wave multiplies the amplitude of `e^{ikx}` by `ik` and the amplitude of
`e^{-ikx}` by `-ik`. -/
theorem hasDerivAt_wave (k : ℝ) (a b : ℂ) (x : ℝ) :
    HasDerivAt (wave k a b) (wave k (I * k * a) (-(I * k * b)) x) x := by
  have h0 : HasDerivAt (fun y : ℝ => (y : ℂ)) 1 x := by
    have h := (hasDerivAt_id x).ofReal_comp
    exact h.congr_deriv Complex.ofReal_one
  have h := h0.const_mul (I * (k : ℂ))
  exact ((h.cexp.const_mul a).fun_add (h.fun_neg.cexp.const_mul b)).congr_deriv
    (by simp only [wave]; ring)

/-- Every free wave solves the Helmholtz equation `ψ'' = -k² ψ`. -/
theorem wave_helmholtz (k : ℝ) (a b : ℂ) (x : ℝ) :
    HasDerivAt (deriv (wave k a b)) (-(k : ℂ) ^ 2 * wave k a b x) x := by
  have h : deriv (wave k a b) = wave k (I * k * a) (-(I * k * b)) :=
    funext fun y => (hasDerivAt_wave k a b y).deriv
  rw [h]
  refine (hasDerivAt_wave k _ _ x).congr_deriv ?_
  simp only [wave]
  linear_combination ((k : ℂ) ^ 2 * (a * Complex.exp (I * k * x) +
    b * Complex.exp (-(I * k * x)))) * Complex.I_sq

/-- For `k ≠ 0`, the wave equal to `g e^{ikx}` on the right of the origin and to `g e^{-ikx}` on the
left has a unit jump of slope there. -/
theorem green_jump {k : ℝ} (hk : k ≠ 0) :
    deriv (wave k (green k) 0) 0 - deriv (wave k 0 (green k)) 0 = 1 := by
  have h : 2 * I * (k : ℂ) ≠ 0 := by simp [hk]
  have hg : 2 * I * (k : ℂ) * green k = 1 := mul_one_div_cancel h
  rw [(hasDerivAt_wave k (green k) 0 0).deriv, (hasDerivAt_wave k 0 (green k) 0).deriv]
  simp only [wave, Complex.ofReal_zero, mul_zero, neg_zero, Complex.exp_zero]
  linear_combination hg

/-- The matching conditions at the scatterer say that `τ = 1 + r` and `2ik r = v τ`. -/
theorem isScatteringState_iff_linear (v : ℂ) (k : ℝ) (r τ : ℂ) :
    IsScatteringState v k r τ ↔ τ = 1 + r ∧ 2 * I * k * r = v * τ := by
  unfold IsScatteringState
  rw [(hasDerivAt_wave k τ 0 0).deriv, (hasDerivAt_wave k 1 r 0).deriv]
  simp only [wave, Complex.ofReal_zero, mul_zero, neg_zero, Complex.exp_zero]
  constructor
  · rintro ⟨h1, h2⟩
    exact ⟨by linear_combination -h1, by linear_combination h2 + I * k * h1⟩
  · rintro ⟨h1, h2⟩
    exact ⟨by linear_combination -h1, by linear_combination h2 + I * k * h1⟩

/-- For `k ≠ 0` and `v ≠ 2ik`, the amplitude `g t` solves `(2ik - v) r = v`. -/
theorem reflection_mul {v : ℂ} {k : ℝ} (hk : k ≠ 0) (hv : v ≠ 2 * I * k) :
    (2 * I * k - v) * reflection v k = v := by
  have h : 2 * I * (k : ℂ) ≠ 0 := by simp [hk]
  have hg : 2 * I * (k : ℂ) * green k = 1 := mul_one_div_cancel h
  -- the denominator of the t-matrix does not vanish
  have hd : 1 - v * green k ≠ 0 := fun h0 =>
    hv (by linear_combination (-(2 * I * (k : ℂ))) * h0 - v * hg)
  have ht : tMatrix v k * (1 - v * green k) = v := div_mul_cancel₀ v hd
  unfold reflection
  linear_combination ht + tMatrix v k * hg

/-- For `k ≠ 0` and `v ≠ 2ik`, the matching conditions have exactly one solution: the reflected
amplitude is `g t` and the transmitted amplitude is `1 + g t`. -/
theorem isScatteringState_iff {v : ℂ} {k : ℝ} (hk : k ≠ 0) (hv : v ≠ 2 * I * k) (r τ : ℂ) :
    IsScatteringState v k r τ ↔ r = reflection v k ∧ τ = 1 + reflection v k := by
  have hR := reflection_mul hk hv
  rw [isScatteringState_iff_linear]
  constructor
  · rintro ⟨h1, h2⟩
    have hr : r = reflection v k :=
      mul_left_cancel₀ (sub_ne_zero.mpr hv.symm) (by linear_combination h2 + v * h1 - hR)
    exact ⟨hr, by linear_combination h1 + hr⟩
  · rintro ⟨rfl, rfl⟩
    exact ⟨rfl, by linear_combination hR⟩

/-- Flux balance for a scattering state with amplitudes `r` and `τ` and complex strength `v`:
`k (|r|² + |τ|² - 1) = Im v |τ|²`. -/
theorem flux_balance {v : ℂ} {k : ℝ} {r τ : ℂ} (h : IsScatteringState v k r τ) :
    k * (‖r‖ ^ 2 + ‖τ‖ ^ 2 - 1) = v.im * ‖τ‖ ^ 2 := by
  obtain ⟨h1, h2⟩ := (isScatteringState_iff_linear v k r τ).mp h
  subst h1
  -- real and imaginary parts of the jump condition
  have hre := congrArg Complex.re h2
  have him := congrArg Complex.im h2
  simp only [Complex.mul_re, Complex.mul_im, Complex.add_re, Complex.add_im, Complex.one_re,
    Complex.one_im, Complex.I_re, Complex.I_im, Complex.ofReal_re, Complex.ofReal_im,
    Complex.re_ofNat, Complex.im_ofNat] at hre him
  simp only [Complex.sq_norm, Complex.normSq_apply, Complex.add_re, Complex.add_im,
    Complex.one_re, Complex.one_im]
  linear_combination (1 + r.re) * him - r.im * hre

/-- For `k ≠ 0`, a scattering state conserves flux exactly when the strength `v` is real. -/
theorem flux_conserved_iff {v : ℂ} {k : ℝ} {r τ : ℂ} (hk : k ≠ 0)
    (h : IsScatteringState v k r τ) : ‖r‖ ^ 2 + ‖τ‖ ^ 2 = 1 ↔ v.im = 0 := by
  have hb := flux_balance h
  obtain ⟨h1, h2⟩ := (isScatteringState_iff_linear v k r τ).mp h
  -- the transmitted wave never vanishes
  have hτ : τ ≠ 0 := by
    intro h0
    have h3 : 2 * I * (k : ℂ) ≠ 0 := by simp [hk]
    exact h3 (by linear_combination (2 * I * k - v) * h0 - h2 - 2 * I * k * h1)
  constructor
  · intro hu
    have h4 : v.im * ‖τ‖ ^ 2 = 0 := by linear_combination -hb + k * hu
    exact (mul_eq_zero.mp h4).resolve_right (pow_ne_zero 2 (norm_ne_zero_iff.mpr hτ))
  · intro hv
    have h4 : k * (‖r‖ ^ 2 + ‖τ‖ ^ 2 - 1) = 0 := by
      linear_combination hb + ‖τ‖ ^ 2 * hv
    linarith [(mul_eq_zero.mp h4).resolve_left hk]

/-- For real `v` and `k ≠ 0`, the reflection amplitude `r = g t` equals `v/(2ik - v)`, the
transmission amplitude is `1 + r`, and `|r|² + |1 + r|² = 1`. -/
theorem delta_scatterer (v : ℝ) {k : ℝ} (hk : k ≠ 0) :
    reflection v k = v / (2 * I * k - v) ∧
      IsScatteringState v k (reflection v k) (1 + reflection v k) ∧
      ‖reflection v k‖ ^ 2 + ‖1 + reflection v k‖ ^ 2 = 1 := by
  -- a real strength never meets the pole at `v = 2ik`
  have hv : (v : ℂ) ≠ 2 * I * k := by
    intro h
    have him := congrArg Complex.im h
    simp only [Complex.mul_re, Complex.mul_im, Complex.I_re, Complex.I_im, Complex.ofReal_re,
      Complex.ofReal_im, Complex.re_ofNat, Complex.im_ofNat] at him
    exact hk (by linarith)
  have hs := (isScatteringState_iff hk hv _ _).mpr ⟨rfl, rfl⟩
  refine ⟨?_, hs, (flux_conserved_iff hk hs).mpr (Complex.ofReal_im v)⟩
  rw [eq_div_iff (sub_ne_zero.mpr hv.symm)]
  linear_combination reflection_mul hk hv

/-- For real `v` and `k ≠ 0`, the transmission probability is `4k²/(4k² + v²)`. -/
theorem transmission_probability (v : ℝ) {k : ℝ} (hk : k ≠ 0) :
    ‖1 + reflection v k‖ ^ 2 = 4 * k ^ 2 / (4 * k ^ 2 + v ^ 2) := by
  obtain ⟨-, h2⟩ := (isScatteringState_iff_linear _ _ _ _).mp (delta_scatterer v hk).2.1
  have h3 : (2 * I * k - v) * (1 + reflection v k) = 2 * I * k := by
    linear_combination h2
  -- compare the squared moduli of both sides
  have h4 := congrArg Complex.normSq h3
  rw [Complex.normSq_mul] at h4
  have h5 : Complex.normSq (2 * I * k - v) = 4 * k ^ 2 + v ^ 2 := by
    simp [Complex.normSq_apply]
    ring
  have h6 : Complex.normSq (2 * I * k) = 4 * k ^ 2 := by
    simp [Complex.normSq_apply]
    ring
  rw [h5, h6] at h4
  have h7 : 4 * k ^ 2 + v ^ 2 ≠ 0 := by positivity
  rw [Complex.sq_norm, eq_div_iff h7]
  linear_combination h4

end

end DeltaScatterer
```

```lean
#print axioms DeltaScatterer.wave_helmholtz
-- 'DeltaScatterer.wave_helmholtz' depends on axioms: [propext, Classical.choice, Quot.sound]
#print axioms DeltaScatterer.green_jump
-- 'DeltaScatterer.green_jump' depends on axioms: [propext, Classical.choice, Quot.sound]
#print axioms DeltaScatterer.flux_conserved_iff
-- 'DeltaScatterer.flux_conserved_iff' depends on axioms: [propext, Classical.choice, Quot.sound]
#print axioms DeltaScatterer.transmission_probability
-- 'DeltaScatterer.transmission_probability' depends on axioms: [propext, Classical.choice, Quot.sound]
```

## What the definitions and theorems say

`wave k a b` is the function \(a\,e^{ikx}+b\,e^{-ikx}\) on the whole line. The wave to the left of the scatterer is `wave k 1 r`, and the wave to the right is `wave k τ 0`. `IsScatteringState v k r τ` states the two matching conditions for them at \(x=0\). Each of the two functions is smooth on the whole line, so its derivative at the origin is the one-sided slope of the physical wave.

`green`, `tMatrix` and `reflection` are \(g\), \(t\) and \(gt\). They are defined without reference to the matching conditions, so the agreement between the two descriptions is a theorem. Lean's division returns zero when the denominator is zero, so `reflection` also has a value at \(k=0\) and at \(v=2ik\); the theorems about it exclude both cases.

The main theorem, `delta_scatterer`, takes a real `v` and a real `k` with `k ≠ 0`. It states that

- \(gt\) equals \(v/(2ik-v)\),
- \(gt\) and \(1+gt\) satisfy the matching conditions,
- their squared moduli add up to one.

Real `v` means that the scatterer neither absorbs nor emits particles. Negative `k` is allowed, but the reading of \(e^{ikx}\) as a wave arriving from the left belongs to \(k>0\).

`isScatteringState_iff` adds uniqueness, for complex `v` other than \(2ik\). `flux_conserved_iff` says that for `k ≠ 0` a scattering state conserves flux if and only if `v.im = 0`.

## How the Lean proof matches the algebra

`hasDerivAt_wave` shows that differentiation multiplies the two amplitudes of a free wave by \(ik\) and \(-ik\). Applying it twice gives `wave_helmholtz`, the equation \(\psi''=-k^2\psi\). `green_jump` confirms the normalisation of \(g\): the wave that leaves the origin on both sides with amplitude \(g\) has a slope jump of one.

Most of the remaining steps end with `linear_combination`. This tactic is given multipliers for known equations and checks that the combination yields the goal. The multipliers are those of the derivation:

- `isScatteringState_iff_linear` evaluates waves and slopes at the origin, then adds \(ik\) times continuity to the jump condition. It proves the equivalence in both directions.
- `reflection_mul` first shows that \(1-vg\) is not zero, then obtains \((2ik-v)\,gt=v\) from \(t(1-vg)=v\) and \(2ik\,g=1\).
- `isScatteringState_iff` cancels the nonzero factor \(2ik-v\) to obtain uniqueness.
- `flux_balance` splits \(2ik\,r=v\tau\) into real and imaginary parts. It combines them with the multipliers \(-\operatorname{Im}r\) and \(1+\operatorname{Re}r\), which amounts to taking the imaginary part after multiplication by \(\bar\tau\).
- `flux_conserved_iff` uses \(\tau\neq0\) to pass from \(\operatorname{Im}v\,|\tau|^2=0\) to \(\operatorname{Im}v=0\).

In `delta_scatterer`, comparing imaginary parts shows that a real \(v\) cannot equal \(2ik\) when \(k\neq0\), so the earlier results apply. `transmission_probability` takes squared moduli of \((2ik-v)\tau=2ik\).

## From the matching conditions to a real potential

The theorems start from the matching conditions. That these conditions represent \(v\,\delta(x)\) in the Schrödinger equation, or the limit of ever narrower potentials of fixed area, is put into the definition of `IsScatteringState` and not derived. For a potential of finite width, the formulas are at best an approximation, and a width much smaller than the wavelength outside is not enough. A narrow square well so deep that exactly half a wavelength fits inside it transmits everything, while the formulas, with the area of the well as \(v\), give almost total reflection.

Likewise, \(g\) enters as a number with the correct slope jump, not as the resolvent of an operator. The file treats one scatterer and real wave numbers, so it says nothing about bound states or about several scatterers joined together. Its equations hold for real and complex numbers; a program that evaluates them in floating point adds rounding error.
